# In linear response, any constant attraction makes density waves just above twice the Fermi momentum grow in a one-dimensional Fermi gas at zero temperature

Scan a weakly attractive one-dimensional Fermi gas at zero temperature for instabilities on a grid of wave numbers, and every grid point above twice the Fermi momentum may look stable. With Fermi momentum 1, attraction $g=0.2$ (in the units and normalisation set below) and grid points at multiples of 0.01, they all do: in linear response with a constant kernel, the growing waves above 2 fill a band only about $2\times10^{-4}$ wide. In an infinite gas such a band exists above twice the Fermi momentum for every positive attraction, and its upper edge is the only wave number there that satisfies a static condition.

## The band of growing waves

Set the mass and $\hbar$ to one. Let $k>0$ be the Fermi momentum and $q>2k$ the wave number of a density wave. Lifting a particle from $p$ to $p+q$ costs

$$\Delta(p)=\frac{(p+q)^2}{2}-\frac{p^2}{2}=\frac{q^2}{2}+pq=q\left(\frac q2+p\right),$$

which is positive for $-k\le p\le k$. Since $\Delta'(p)=q$, the static response is

$$X(q)=\int_{-k}^{k}\frac{dp}{\Delta(p)}=\left[\frac{\ln\Delta(p)}{q}\right]_{-k}^{k}=\frac1q\ln\frac{q+2k}{q-2k}.$$

The ratio in the logarithm is $1+4k/(q-2k)$. It exceeds 1 and falls with $q$, as does $1/q$, so $X$ is strictly decreasing.

Let $g>0$ be the strength of the attraction, with constant prefactors absorbed. A static wave sustains itself when the potential it creates induces the same wave again, that is, when $gX(q)=1$. Exponentiating gives

$$F(q)=q-2k-(q+2k)e^{-q/g}=0,$$

which is continuous at $q=2k$, where $X$ diverges. There $F(2k)=-4ke^{-2k/g}<0$. At $q=4k+g$ put $x=q/g$. From $e^x\ge1+x$ and $e^x\ge1$,

$$(2k+g)e^x\ge 2k+(2g+4k)>6k+g,$$

so $F(4k+g)>0$. A zero $q_0>2k$ therefore exists, and it is the only one because $X$ is strictly decreasing.

A wave growing as $e^{\gamma t}$ with $\gamma>0$ has frequency $i\gamma$. Averaging $1/(\Delta-i\gamma)$ and $1/(\Delta+i\gamma)$ gives the integrand $\Delta/(\Delta^2+\gamma^2)$. With $A=q^2/2+kq$ and $B=q^2/2-kq$, the response is

$$D(q,\gamma)=\int_{-k}^{k}\frac{\Delta\,dp}{\Delta^2+\gamma^2}=\frac1{2q}\ln\frac{A^2+\gamma^2}{B^2+\gamma^2}.$$

Put $S=e^{q/g}>1$. The condition $gD=1$ becomes $A^2+\gamma^2=S^2(B^2+\gamma^2)$, hence

$$\gamma^2=\frac{A^2-S^2B^2}{S^2-1}.$$

This is positive exactly when $A/B=(q+2k)/(q-2k)>S$, which is $gX(q)>1=gX(q_0)$. As $X$ decreases, that means $q<q_0$.

## Numbers for $k=1$

Take $g=4/\ln3\approx3.64$. Then $X(4)=\tfrac14\ln 3=1/g$, so $q_0=4$. At $q=3$ we have $A=7.5$, $B=1.5$ and $S^2=3^{3/2}\approx5.196$, which gives $\gamma^2\approx44.56/4.196\approx10.62$ and $\gamma\approx3.26$. At $q=5$ the numerator is $306.25-876.9<0$, and no growing wave exists.

## The kernel in a response calculation

In linear-response time-dependent density functional theory, a homogeneous gas has a mode where $1-f\chi_0(q,\omega)=0$, with $\chi_0$ the non-interacting response and $f$ the total kernel. For a spin-unpolarised gas and $q>2k$, $\chi_0(q,i\gamma)=-(2/\pi)D(q,\gamma)$, so a constant $f<0$ corresponds to $g=2|f|/\pi$. One evaluates $\chi_0$ on the imaginary axis and solves for $\gamma$. In a periodic box the integral becomes a finite sum and the allowed $q$ are discrete, so $X$ is bounded on the allowed $q>2k$ and a weak enough attraction produces no growing wave there.

## Energies and responses as Lean definitions

```lean
import Mathlib

open Set MeasureTheory

namespace ElectronGasInstability

noncomputable section
```

All quantities are real numbers. The kinetic energy fixes the units.

```lean
/-- Kinetic energy of a free particle of momentum `p`, in units where the mass and the reduced
Planck constant are one. -/
def energy (p : ℝ) : ℝ := p ^ 2 / 2
```

The excitation energy is defined as a difference of kinetic energies, so its formula has to be proved.

```lean
/-- Energy needed to lift a particle from momentum `p` to momentum `p + q`. -/
def excitation (p q : ℝ) : ℝ := energy (p + q) - energy p
```

`staticResponse k q` is $X(q)$. The integration limits encode a completely filled Fermi sea at zero temperature.

```lean
/-- Static density response `X(q)` of the gas with Fermi momentum `k`: the inverse excitation
energy integrated over the Fermi sea. It is meant for `k > 0` and `q > 2k`. -/
def staticResponse (k q : ℝ) : ℝ := ∫ p in (-k)..k, 1 / excitation p q
```

`dynamicResponse k q γ` is $D(q,\gamma)$. Its real integrand is written down directly; the averaging of the two complex fractions is part of the interpretation.

```lean
/-- Density response at the imaginary frequency `iγ`, which belongs to a density wave growing in
time as `exp (γ t)`. It is meant for `k > 0` and `q > 2k`. -/
def dynamicResponse (k q γ : ℝ) : ℝ :=
  ∫ p in (-k)..k, excitation p q / (excitation p q ^ 2 + γ ^ 2)
```

## Closed forms of the two integrals

Three lemmas supply the algebraic form of $\Delta$, its positivity on the sea and its derivative $q$.

```lean
/-- The excitation energy is `q²/2 + pq`. -/
theorem excitation_eq (p q : ℝ) : excitation p q = q ^ 2 / 2 + p * q := by
  unfold excitation energy
  ring

/-- For `q > 2k > 0` every particle of the Fermi sea has a positive excitation energy. -/
theorem excitation_pos {k q p : ℝ} (hk : 0 < k) (hq : 2 * k < q) (hp : p ∈ uIcc (-k) k) :
    0 < excitation p q := by
  rw [uIcc_of_le (by linarith)] at hp
  have h1 := hp.1
  have h : 0 < q * (q / 2 + p) := mul_pos (by linarith) (by linarith)
  rw [excitation_eq]
  linarith

/-- The excitation energy changes with the momentum `p` at the rate `q`. -/
theorem hasDerivAt_excitation (p q : ℝ) : HasDerivAt (fun p => excitation p q) q p := by
  have h : (fun p => excitation p q) = fun p => q ^ 2 / 2 + p * q :=
    funext fun p => excitation_eq p q
  rw [h]
  have h' := ((hasDerivAt_id' p).mul_const q).const_add (q ^ 2 / 2)
  exact h'.congr_deriv (one_mul q)
```

The static integral follows from the fundamental theorem of calculus. `hd` states that $\ln\Delta/q$ is an antiderivative, `hi` that the integrand is integrable, and `e` cancels the common factor in the ratio of endpoint energies.

```lean
/-- For `q > 2k > 0` the static response is `ln((q+2k)/(q-2k))/q`. -/
theorem staticResponse_eq {k q : ℝ} (hk : 0 < k) (hq : 2 * k < q) :
    staticResponse k q = Real.log ((q + 2 * k) / (q - 2 * k)) / q := by
  have hq0 : q ≠ 0 := by linarith
  have hs : q - 2 * k ≠ 0 := by linarith
  have hd : ∀ p ∈ uIcc (-k) k,
      HasDerivAt (fun p => Real.log (excitation p q) / q) (1 / excitation p q) p := by
    intro p hp
    have h0 := (excitation_pos hk hq hp).ne'
    exact (((hasDerivAt_excitation p q).log h0).div_const q).congr_deriv (by field_simp)
  have hc : Continuous fun p => excitation p q := by
    unfold excitation energy
    fun_prop
  have hi : IntervalIntegrable (fun p => 1 / excitation p q) volume (-k) k :=
    ContinuousOn.intervalIntegrable
      (continuousOn_const.div hc.continuousOn fun p hp => (excitation_pos hk hq hp).ne')
  have key : staticResponse k q
      = Real.log (excitation k q) / q - Real.log (excitation (-k) q) / q :=
    intervalIntegral.integral_eq_sub_of_hasDerivAt hd hi
  have ha := (excitation_pos hk hq right_mem_uIcc).ne'
  have hb := (excitation_pos hk hq left_mem_uIcc).ne'
  have e : excitation k q / excitation (-k) q = (q + 2 * k) / (q - 2 * k) := by
    rw [div_eq_div_iff hb hs, excitation_eq, excitation_eq]
    ring
  rw [key, ← sub_div, ← Real.log_div ha hb, e]
```

The dynamic integral uses the antiderivative $\ln(\Delta^2+\gamma^2)/(2q)$. Here $\gamma>0$ keeps the denominator positive.

```lean
/-- Closed form of the response at imaginary frequency `iγ`, for `q > 2k > 0` and `γ > 0`. -/
theorem dynamicResponse_eq {k q γ : ℝ} (hk : 0 < k) (hq : 2 * k < q) (hγ : 0 < γ) :
    dynamicResponse k q γ = Real.log (((q ^ 2 / 2 + k * q) ^ 2 + γ ^ 2) /
      ((q ^ 2 / 2 - k * q) ^ 2 + γ ^ 2)) / (2 * q) := by
  have hq0 : q ≠ 0 := by linarith
  have hpos : ∀ p, excitation p q ^ 2 + γ ^ 2 ≠ 0 := fun p => by positivity
  have hd : ∀ p ∈ uIcc (-k) k,
      HasDerivAt (fun p => Real.log (excitation p q ^ 2 + γ ^ 2) / (2 * q))
        (excitation p q / (excitation p q ^ 2 + γ ^ 2)) p := by
    intro p _
    have h0 := hpos p
    have h2 : HasDerivAt (fun p => excitation p q ^ 2 + γ ^ 2) (2 * excitation p q * q) p :=
      (((hasDerivAt_excitation p q).fun_pow 2).add_const (γ ^ 2)).congr_deriv (by norm_num)
    exact ((h2.log h0).div_const (2 * q)).congr_deriv (by field_simp)
  have hc : Continuous fun p => excitation p q := by
    unfold excitation energy
    fun_prop
  have hi : IntervalIntegrable (fun p => excitation p q / (excitation p q ^ 2 + γ ^ 2))
      volume (-k) k :=
    (hc.div ((hc.pow 2).add continuous_const) hpos).intervalIntegrable _ _
  have key : dynamicResponse k q γ = Real.log (excitation k q ^ 2 + γ ^ 2) / (2 * q)
      - Real.log (excitation (-k) q ^ 2 + γ ^ 2) / (2 * q) :=
    intervalIntegral.integral_eq_sub_of_hasDerivAt hd hi
  have e : q ^ 2 / 2 + -k * q = q ^ 2 / 2 - k * q := by ring
  rw [key, ← sub_div, ← Real.log_div (hpos k) (hpos (-k)), excitation_eq, excitation_eq, e]
```

## One static solution

`StrictAntiOn` on `Ioi (2 * k)` says that $X$ strictly decreases for $q>2k$. `hlog` compares the logarithms, and the last line combines this with the comparison of the factors $1/q$.

```lean
/-- For `k > 0` the static response decreases strictly with `q` on `q > 2k`. -/
theorem staticResponse_strictAntiOn {k : ℝ} (hk : 0 < k) :
    StrictAntiOn (staticResponse k) (Ioi (2 * k)) := by
  intro a ha b hb hab
  rw [mem_Ioi] at ha hb
  have ha0 : 0 < a := by linarith
  have hb0 : 0 < b := by linarith
  have has : 0 < a - 2 * k := by linarith
  have hbs : 0 < b - 2 * k := by linarith
  have hpos : 0 < Real.log ((b + 2 * k) / (b - 2 * k)) :=
    Real.log_pos ((one_lt_div hbs).2 (by linarith))
  have hlog : Real.log ((b + 2 * k) / (b - 2 * k)) < Real.log ((a + 2 * k) / (a - 2 * k)) := by
    apply Real.log_lt_log (div_pos (by linarith) hbs)
    rw [div_lt_div_iff₀ hbs has]
    nlinarith [mul_pos hk (sub_pos.2 hab)]
  rw [staticResponse_eq hk ha, staticResponse_eq hk hb, div_lt_div_iff₀ hb0 ha0]
  nlinarith [mul_pos hpos (sub_pos.2 hab), mul_pos (sub_pos.2 hlog) hb0]
```

The next equivalence passes from $gX=1$ to $F=0$.

```lean
/-- For `k, g > 0` and `q > 2k`, the condition `g X(q) = 1` says that the distance of `q` from
`2k` is `(q + 2k) exp(-q/g)`. -/
theorem static_condition_iff {k g q : ℝ} (hk : 0 < k) (hg : 0 < g) (hq : 2 * k < q) :
    g * staticResponse k q = 1 ↔ q - 2 * k = (q + 2 * k) * Real.exp (-(q / g)) := by
  have hq0 : 0 < q := by linarith
  have hs : 0 < q - 2 * k := by linarith
  have hr : 0 < (q + 2 * k) / (q - 2 * k) := div_pos (by linarith) hs
  have h1 : g * staticResponse k q = 1 ↔ Real.log ((q + 2 * k) / (q - 2 * k)) = q / g := by
    rw [staticResponse_eq hk hq, eq_div_iff hg.ne', ← mul_div_assoc,
      div_eq_one_iff_eq hq0.ne', mul_comm g]
  have h2 : Real.log ((q + 2 * k) / (q - 2 * k)) = q / g ↔
      (q + 2 * k) / (q - 2 * k) = Real.exp (q / g) := by
    constructor
    · intro h
      rw [← h, Real.exp_log hr]
    · intro h
      rw [h, Real.log_exp]
  rw [h1, h2, Real.exp_neg, ← div_eq_mul_inv, div_eq_iff hs.ne', eq_div_iff (Real.exp_pos _).ne']
  constructor <;> intro h <;> linarith
```

In the existence and uniqueness theorem, `ha` and `hb` are the signs of $F$ at $2k$ and $4k+g$. The intermediate value theorem gives a zero, `hne` excludes the endpoint $2k$, and injectivity of the strictly decreasing $X$ gives uniqueness.

```lean
/-- For every Fermi momentum `k > 0` and every attraction `g > 0`, however weak, the condition
`g X(q) = 1` has exactly one solution `q > 2k`. -/
theorem existsUnique_static_mode {k g : ℝ} (hk : 0 < k) (hg : 0 < g) :
    ∃! q, 2 * k < q ∧ g * staticResponse k q = 1 := by
  have hc : Continuous fun q : ℝ => q - 2 * k - (q + 2 * k) * Real.exp (-(q / g)) := by
    fun_prop
  -- the exponential form of the condition changes sign between 2k and 4k + g
  have ha : 2 * k - 2 * k - (2 * k + 2 * k) * Real.exp (-(2 * k / g)) < 0 := by
    have := mul_pos (by linarith : 0 < 2 * k + 2 * k) (Real.exp_pos (-(2 * k / g)))
    linarith
  have hb : 0 ≤ 4 * k + g - 2 * k - (4 * k + g + 2 * k) * Real.exp (-((4 * k + g) / g)) := by
    have hE := Real.add_one_le_exp ((4 * k + g) / g)
    have hx := div_mul_cancel₀ (4 * k + g) hg.ne'
    have h0 : 0 < (4 * k + g) / g := by positivity
    generalize (4 * k + g) / g = x at hE hx h0 ⊢
    have h1 : 1 ≤ Real.exp x := by linarith
    rw [sub_nonneg, Real.exp_neg, ← div_eq_mul_inv, div_le_iff₀ (Real.exp_pos _)]
    nlinarith [mul_le_mul_of_nonneg_left hE hg.le, mul_le_mul_of_nonneg_left h1 hk.le]
  obtain ⟨q, ⟨hq1, _⟩, h0⟩ := intermediate_value_Icc (by linarith : 2 * k ≤ 4 * k + g)
    hc.continuousOn ⟨ha.le, hb⟩
  have h0' : q - 2 * k - (q + 2 * k) * Real.exp (-(q / g)) = 0 := h0
  have hne : q ≠ 2 * k := by
    intro h
    rw [h] at h0'
    linarith
  have hq : 2 * k < q := lt_of_le_of_ne hq1 hne.symm
  have h1 := (static_condition_iff hk hg hq).2 (by linarith)
  refine ⟨q, ⟨hq, h1⟩, ?_⟩
  rintro r ⟨hr, h⟩
  exact (staticResponse_strictAntiOn hk).injOn hr hq (mul_left_cancel₀ hg.ne' (h.trans h1.symm))
```

## Growth below the static solution

The left side of the next theorem says that some positive growth rate satisfies the mode condition $gD=1$. This condition is the self-consistency of linear response, taken as given and not derived from equations of motion. In the proof, `hstat` rewrites $gX>1$ as $S(q-2k)<q+2k$, and `hdyn` is the equation linear in $\gamma^2$. One direction derives a contradiction from $A\le SB$; the other constructs `x` as the value of $\gamma^2$ and takes its square root.

```lean
/-- For `k, g > 0` and `q > 2k`, there is a growth rate `γ > 0` that solves the linear-response
condition `g * dynamicResponse k q γ = 1` exactly when `g X(q) > 1`. -/
theorem growing_mode_iff {k g q : ℝ} (hk : 0 < k) (hg : 0 < g) (hq : 2 * k < q) :
    (∃ γ, 0 < γ ∧ g * dynamicResponse k q γ = 1) ↔ 1 < g * staticResponse k q := by
  have hq0 : 0 < q := by linarith
  have hs : 0 < q - 2 * k := by linarith
  obtain ⟨S, hS⟩ : ∃ S, S = Real.exp (q / g) := ⟨_, rfl⟩
  have hS1 : 1 < S := by
    have := Real.add_one_le_exp (q / g)
    have := div_pos hq0 hg
    linarith
  have hT : 0 < S ^ 2 - 1 := by nlinarith
  have hB0 : 0 < q ^ 2 / 2 - k * q := by nlinarith [mul_pos hq0 hs]
  have hstat : 1 < g * staticResponse k q ↔ S * (q - 2 * k) < q + 2 * k := by
    rw [hS, staticResponse_eq hk hq, ← mul_div_assoc, one_lt_div hq0, ← div_lt_iff₀' hg,
      Real.lt_log_iff_exp_lt (div_pos (by linarith) hs), lt_div_iff₀ hs]
  -- the dynamic condition is linear in γ²
  have hdyn : ∀ γ, 0 < γ → (g * dynamicResponse k q γ = 1 ↔
      (q ^ 2 / 2 + k * q) ^ 2 + γ ^ 2 = S ^ 2 * ((q ^ 2 / 2 - k * q) ^ 2 + γ ^ 2)) := by
    intro γ hγ
    have hA : 0 < (q ^ 2 / 2 + k * q) ^ 2 + γ ^ 2 := by positivity
    have hB : 0 < (q ^ 2 / 2 - k * q) ^ 2 + γ ^ 2 := by positivity
    have hS2 : S ^ 2 = Real.exp (2 * q / g) := by
      rw [hS, sq, ← Real.exp_add]
      congr 1
      ring
    rw [dynamicResponse_eq hk hq hγ, ← mul_div_assoc,
      div_eq_one_iff_eq (by positivity), hS2, ← div_eq_iff hB.ne']
    constructor
    · intro h
      have h' := (eq_div_iff hg.ne').2 ((mul_comm _ g).trans h)
      rw [← h', Real.exp_log (div_pos hA hB)]
    · intro h
      rw [h, Real.log_exp, mul_comm, div_mul_cancel₀ _ hg.ne']
  rw [hstat]
  constructor
  · rintro ⟨γ, hγ, h⟩
    rw [hdyn γ hγ] at h
    by_contra hn
    have hAB : q ^ 2 / 2 + k * q ≤ S * (q ^ 2 / 2 - k * q) := by
      nlinarith [mul_le_mul_of_nonneg_left (not_lt.1 hn) hq0.le]
    have h2 := pow_le_pow_left₀ (by positivity) hAB 2
    nlinarith [mul_pos hT (pow_pos hγ 2)]
  · intro h
    have hAB : S * (q ^ 2 / 2 - k * q) < q ^ 2 / 2 + k * q := by
      nlinarith [mul_lt_mul_of_pos_left h hq0]
    have h2 : (S * (q ^ 2 / 2 - k * q)) ^ 2 < (q ^ 2 / 2 + k * q) ^ 2 := by
      have h3 : 0 < S * (q ^ 2 / 2 - k * q) := mul_pos (by linarith) hB0
      nlinarith
    obtain ⟨x, hx0, hx⟩ : ∃ x, 0 < x ∧
        x * (S ^ 2 - 1) = (q ^ 2 / 2 + k * q) ^ 2 - (S * (q ^ 2 / 2 - k * q)) ^ 2 :=
      ⟨_, div_pos (sub_pos.2 h2) hT, div_mul_cancel₀ _ hT.ne'⟩
    refine ⟨√x, Real.sqrt_pos.2 hx0, (hdyn _ (Real.sqrt_pos.2 hx0)).2 ?_⟩
    rw [Real.sq_sqrt hx0.le]
    linear_combination (-1) * hx
```

The final theorem takes $q_0$ from the static result and uses monotonicity to turn $gX(q)>1$ into `q < q₀`. It concerns an infinite gas with a kernel independent of wave number and frequency, and only waves with $q>2k$. Such a kernel is a mean-field approximation. It leaves out the fluctuations that are strong in one dimension, so the theorem does not show that a real one-dimensional gas is unstable. Within the model it describes the onset of growth, not the state that the gas eventually reaches.

```lean
/-- For all `k, g > 0` there is a wave number `q₀ > 2k` with `g X(q₀) = 1` such that, among the wave
numbers `q > 2k`, the linear-response condition `g * dynamicResponse k q γ = 1` has a solution
`γ > 0` exactly for `q < q₀`. -/
theorem instability_for_any_attraction {k g : ℝ} (hk : 0 < k) (hg : 0 < g) :
    ∃ q₀, 2 * k < q₀ ∧ g * staticResponse k q₀ = 1 ∧
      ∀ q, 2 * k < q → ((∃ γ, 0 < γ ∧ g * dynamicResponse k q γ = 1) ↔ q < q₀) := by
  obtain ⟨q₀, ⟨h0, h1⟩, _⟩ := existsUnique_static_mode hk hg
  refine ⟨q₀, h0, h1, fun q hq => ?_⟩
  rw [growing_mode_iff hk hg hq]
  constructor
  · intro h
    by_contra hn
    have h2 := (staticResponse_strictAntiOn hk).antitoneOn h0 hq (not_lt.1 hn)
    have h3 := mul_le_mul_of_nonneg_left h2 hg.le
    linarith
  · intro h
    have h2 := mul_lt_mul_of_pos_left (staticResponse_strictAntiOn hk hq h0 h) hg
    linarith

end

end ElectronGasInstability
```

```lean
#print axioms ElectronGasInstability.instability_for_any_attraction
-- 'ElectronGasInstability.instability_for_any_attraction' depends on axioms: [propext, Classical.choice, Quot.sound]
```
